# On the punctured plane, a curl-free half-strength vortex coupling is not removed by any single-valued C1 orthogonal matrix

My transformation to a diabatic basis has a seam. I have two real adiabatic electronic states that depend on two vibrational displacements $x,y$ and meet at the origin. I integrate their derivative couplings over a grid to get the orthogonal matrix $U(x,y)$ that should remove them, and along one line from the origin $U$ jumps to $-U$. Yet the couplings have zero curl at every grid point. Is my integration wrong, or can zero curl fail to be enough?

## One turn around the origin sends U to −U

Zero curl can fail to be enough, and at a conical intersection the jump is what a correct integration gives. In the simplest linear model of one, where the energy gap is proportional to the distance from the origin, the coupling is, with a suitable choice of signs for the states, $aJ$ along $x$ and $bJ$ along $y$, with

$$a=-\frac{y}{2(x^2+y^2)},\qquad b=\frac{x}{2(x^2+y^2)},\qquad J=\begin{pmatrix}0&-1\\1&0\end{pmatrix}.$$

Here the entries of the coupling are $\langle\phi_i|\partial\phi_j\rangle$ for the adiabatic states $\phi_i$, and the diabatic states are $\sum_jU_{ij}\phi_j$. Removing the coupling then means $U^T\partial_xU=aJ$ and $U^T\partial_yU=bJ$. Replace the factor $\tfrac12$ by a real strength $\kappa$, so that $a=-\kappa y/(x^2+y^2)$ and $b=\kappa x/(x^2+y^2)$. The quotient rule gives

$$\partial_y a=\partial_x b=\frac{\kappa(y^2-x^2)}{(x^2+y^2)^2},$$

so the curl vanishes away from the origin for every $\kappa$.

Now suppose that a single-valued C1 orthogonal $U$ removes the coupling. Since $UU^T=1$, we have $\partial_xU=aUJ$ and $\partial_yU=bUJ$. On the unit circle $x=\cos t$, $y=\sin t$, the coupling is $a=-\kappa\sin t$, $b=\kappa\cos t$, and the chain rule gives

$$\frac{dU}{dt}=-\sin t\,\partial_xU+\cos t\,\partial_yU=\kappa(\sin^2t+\cos^2t)\,UJ=\kappa UJ.$$

For a row $(u_0,u_1)$ this reads $u_0'=\kappa u_1$, $u_1'=-\kappa u_0$. Differentiation shows that

$$u_0\cos\kappa t-u_1\sin\kappa t\quad\text{and}\quad u_0\sin\kappa t+u_1\cos\kappa t$$

are constant. Compare $t=2\pi$ with $t=0$, where the row is the same because $U$ is single-valued:

$$u_0\cos2\pi\kappa-u_1\sin2\pi\kappa=u_0,\qquad u_0\sin2\pi\kappa+u_1\cos2\pi\kappa=u_1.$$

Multiply the first by $u_0$, the second by $u_1$, and add. As $u_0^2+u_1^2=1$, this leaves $\cos2\pi\kappa=1$, so $\kappa$ is an integer. For $\kappa=\tfrac12$ the cosine is $-1$: transport around the circle reverses the sign of $U$, which is your seam.

In the Lean file, `M2` is the type of real 2 by 2 matrices, and a point `p` has coordinates `p.1` $=x$ and `p.2` $=y$. `partialAlong` differentiates each matrix entry in a given direction. `Removes a b U` collects the requirements on $U$: C1 entries on the punctured plane `{0}ᶜ`, orthogonality, and the two equations. Its single-valuedness lies in $U$ being a function of the point. Determinant $-1$ is allowed, and nothing is asked at the origin.

The final theorem, `half_vortex_curl_free_not_removable`, states the equality of the cross derivatives for `halfX` and `halfY`, and that no $U$ satisfies `Removes halfX halfY U`. The theorem `integer_of_removes` says that a removable vortex has integer strength; it does not state the converse.

```lean
import Mathlib

open Matrix

namespace HalfVortexCoupling

noncomputable section

/-- Real two-state matrices. -/
abbrev M2 := Matrix (Fin 2) (Fin 2) ℝ

/-- The generator of rotations between the two electronic states. -/
def J : M2 := !![0, -1; 1, 0]

/-- The entrywise derivative of a matrix family at `p` in the direction `v`,
for entries differentiable at `p`. -/
def partialAlong (v : ℝ × ℝ) (U : ℝ × ℝ → M2) (p : ℝ × ℝ) : M2 :=
  Matrix.of fun i j => fderiv ℝ (fun q => U q i j) p v

/-- `U` is a single-valued C1 orthogonal family on the punctured plane with
`Uᵀ ∂U/∂x = a J` and `Uᵀ ∂U/∂y = b J`. -/
structure Removes (a b : ℝ × ℝ → ℝ) (U : ℝ × ℝ → M2) : Prop where
  smooth : ∀ i j, ContDiffOn ℝ 1 (fun p => U p i j) {0}ᶜ
  orthogonal : ∀ p ≠ 0, (U p)ᵀ * U p = 1
  along_x : ∀ p ≠ 0, (U p)ᵀ * partialAlong (1, 0) U p = a p • J
  along_y : ∀ p ≠ 0, (U p)ᵀ * partialAlong (0, 1) U p = b p • J

/-- The x component of a vortex coupling of strength `κ`, for `p ≠ 0`. -/
def vortexX (κ : ℝ) (p : ℝ × ℝ) : ℝ := -(κ * p.2) / (p.1 ^ 2 + p.2 ^ 2)

/-- The y component of a vortex coupling of strength `κ`, for `p ≠ 0`. -/
def vortexY (κ : ℝ) (p : ℝ × ℝ) : ℝ := κ * p.1 / (p.1 ^ 2 + p.2 ^ 2)

/-- The squared distance from the origin is positive on the punctured plane. -/
theorem radius_pos {p : ℝ × ℝ} (hp : p ≠ 0) : 0 < p.1 ^ 2 + p.2 ^ 2 := by
  by_contra h
  have h' := not_lt.mp h
  have h1 : p.1 ^ 2 = 0 := by linarith [sq_nonneg p.1, sq_nonneg p.2]
  have h2 : p.2 ^ 2 = 0 := by linarith [sq_nonneg p.1, sq_nonneg p.2]
  exact hp (Prod.ext (by simpa using h1) (by simpa using h2))

/-- Away from the origin the two cross derivatives of the vortex coupling
exist and are equal. -/
theorem curl_free (κ x y : ℝ) (h : (x, y) ≠ (0 : ℝ × ℝ)) :
    HasDerivAt (fun t => vortexX κ (x, t))
      (κ * (y ^ 2 - x ^ 2) / (x ^ 2 + y ^ 2) ^ 2) y ∧
    HasDerivAt (fun t => vortexY κ (t, y))
      (κ * (y ^ 2 - x ^ 2) / (x ^ 2 + y ^ 2) ^ 2) x := by
  have hD : x ^ 2 + y ^ 2 ≠ 0 := (radius_pos h).ne'
  constructor
  · have hn : HasDerivAt (fun t : ℝ => -(κ * t)) (-(κ * 1)) y :=
      ((hasDerivAt_id' y).const_mul κ).fun_neg
    have hd : HasDerivAt (fun t : ℝ => x ^ 2 + t ^ 2) (2 * y) y := by
      simpa using ((hasDerivAt_id' y).fun_pow 2).const_add (x ^ 2)
    exact (hn.fun_div hd hD).congr_deriv (by congr 1; ring)
  · have hn : HasDerivAt (fun t : ℝ => κ * t) (κ * 1) x :=
      (hasDerivAt_id' x).const_mul κ
    have hd : HasDerivAt (fun t : ℝ => t ^ 2 + y ^ 2) (2 * x) x := by
      simpa using ((hasDerivAt_id' x).fun_pow 2).add_const (y ^ 2)
    exact (hn.fun_div hd hD).congr_deriv (by congr 1; ring)

/-- Along the unit circle, each row of a family that removes the vortex
obeys `dU/dt = κ U J`. -/
theorem circle_transport {κ : ℝ} {U : ℝ × ℝ → M2}
    (h : Removes (vortexX κ) (vortexY κ) U) (i : Fin 2) (t : ℝ) :
    HasDerivAt (fun s => U (Real.cos s, Real.sin s) i 0)
      (κ * U (Real.cos t, Real.sin t) i 1) t ∧
    HasDerivAt (fun s => U (Real.cos s, Real.sin s) i 1)
      (-(κ * U (Real.cos t, Real.sin t) i 0)) t := by
  have hcs := Real.sin_sq_add_cos_sq t
  have hp : (Real.cos t, Real.sin t) ≠ (0 : ℝ × ℝ) := by
    intro h0
    have h1 : Real.cos t = 0 := congrArg Prod.fst h0
    have h2 : Real.sin t = 0 := congrArg Prod.snd h0
    rw [h1, h2] at hcs
    norm_num at hcs
  -- chain rule along the circle
  have hchain : ∀ j, HasDerivAt (fun s => U (Real.cos s, Real.sin s) i j)
      (-Real.sin t * partialAlong (1, 0) U (Real.cos t, Real.sin t) i j
        + Real.cos t * partialAlong (0, 1) U (Real.cos t, Real.sin t) i j) t := by
    intro j
    have hd := ((h.smooth i j).contDiffAt
      (isOpen_compl_singleton.mem_nhds hp)).differentiableAt (by simp)
    have hγ := (Real.hasDerivAt_cos t).prodMk (Real.hasDerivAt_sin t)
    refine (hd.hasFDerivAt.comp_hasDerivAt t hγ).congr_deriv ?_
    have hv : ((-Real.sin t, Real.cos t) : ℝ × ℝ)
        = (-Real.sin t) • ((1, 0) : ℝ × ℝ) + Real.cos t • ((0, 1) : ℝ × ℝ) := by
      ext <;> simp
    rw [hv, map_add, map_smul, map_smul]
    rfl
  -- orthogonality solves the two equations for the derivatives
  have hU := mul_eq_one_comm.mp (h.orthogonal _ hp)
  have solve : ∀ D : M2, D = U (Real.cos t, Real.sin t) *
      ((U (Real.cos t, Real.sin t))ᵀ * D) := by
    intro D
    rw [← Matrix.mul_assoc, hU, Matrix.one_mul]
  have hax : vortexX κ (Real.cos t, Real.sin t) = -(κ * Real.sin t) := by
    simp [vortexX, Real.cos_sq_add_sin_sq]
  have hay : vortexY κ (Real.cos t, Real.sin t) = κ * Real.cos t := by
    simp [vortexY, Real.cos_sq_add_sin_sq]
  have hx := solve (partialAlong (1, 0) U (Real.cos t, Real.sin t))
  have hy := solve (partialAlong (0, 1) U (Real.cos t, Real.sin t))
  rw [h.along_x _ hp, Matrix.mul_smul, hax] at hx
  rw [h.along_y _ hp, Matrix.mul_smul, hay] at hy
  have hJ0 : ∀ M : M2, (M * J) i 0 = M i 1 := by
    intro M; simp [J, Matrix.mul_apply, Fin.sum_univ_two]
  have hJ1 : ∀ M : M2, (M * J) i 1 = -M i 0 := by
    intro M; simp [J, Matrix.mul_apply, Fin.sum_univ_two]
  constructor
  · refine (hchain 0).congr_deriv ?_
    rw [hx, hy]
    simp only [Matrix.smul_apply, smul_eq_mul, hJ0]
    linear_combination κ * U (Real.cos t, Real.sin t) i 1 * hcs
  · refine (hchain 1).congr_deriv ?_
    rw [hx, hy]
    simp only [Matrix.smul_apply, smul_eq_mul, hJ1]
    linear_combination -κ * U (Real.cos t, Real.sin t) i 0 * hcs

/-- If a single-valued C1 orthogonal family on the punctured plane removes a
vortex coupling, the strength of the vortex is an integer. -/
theorem integer_of_removes {κ : ℝ} {U : ℝ × ℝ → M2}
    (h : Removes (vortexX κ) (vortexY κ) U) : ∃ n : ℤ, κ = n := by
  have hc : ∀ t, HasDerivAt (fun s => Real.cos (κ * s)) (-Real.sin (κ * t) * κ) t := by
    intro t; simpa using ((hasDerivAt_id' t).const_mul κ).cos
  have hs : ∀ t, HasDerivAt (fun s => Real.sin (κ * s)) (Real.cos (κ * t) * κ) t := by
    intro t; simpa using ((hasDerivAt_id' t).const_mul κ).sin
  -- the first row, rotated back by κt, is constant
  have k1 := fun t => (((circle_transport h 0 t).1.fun_mul (hc t)).fun_sub
    ((circle_transport h 0 t).2.fun_mul (hs t))).congr_deriv (g' := 0) (by ring)
  have k2 := fun t => (((circle_transport h 0 t).1.fun_mul (hs t)).fun_add
    ((circle_transport h 0 t).2.fun_mul (hc t))).congr_deriv (g' := 0) (by ring)
  have e1 := is_const_of_deriv_eq_zero (fun t => (k1 t).differentiableAt)
    (fun t => (k1 t).deriv) (2 * Real.pi) 0
  have e2 := is_const_of_deriv_eq_zero (fun t => (k2 t).differentiableAt)
    (fun t => (k2 t).deriv) (2 * Real.pi) 0
  simp only [Real.cos_two_pi, Real.sin_two_pi, mul_zero, Real.cos_zero,
    Real.sin_zero, mul_one, sub_zero, zero_add] at e1 e2
  -- the row has unit length, so the rotation over a full turn is trivial
  have hU := mul_eq_one_comm.mp (h.orthogonal (1, 0) (by simp))
  have hn := congrFun (congrFun hU 0) 0
  simp only [Matrix.mul_apply, Fin.sum_univ_two, Matrix.transpose_apply,
    Matrix.one_apply_eq] at hn
  have hC : Real.cos (κ * (2 * Real.pi)) = 1 := by
    linear_combination U (1, 0) 0 0 * e1 + U (1, 0) 0 1 * e2
      + (1 - Real.cos (κ * (2 * Real.pi))) * hn
  obtain ⟨n, hn⟩ := (Real.cos_eq_one_iff _).mp hC
  exact ⟨n, mul_right_cancel₀ Real.two_pi_pos.ne' hn.symm⟩

/-- The coupling `a = -y / (2 (x² + y²))`, for `p ≠ 0`. -/
def halfX (p : ℝ × ℝ) : ℝ := -p.2 / (2 * (p.1 ^ 2 + p.2 ^ 2))

/-- The coupling `b = x / (2 (x² + y²))`, for `p ≠ 0`. -/
def halfY (p : ℝ × ℝ) : ℝ := p.1 / (2 * (p.1 ^ 2 + p.2 ^ 2))

/-- The half-strength vortex satisfies `∂a/∂y = ∂b/∂x` on the punctured plane,
yet no single-valued C1 orthogonal family there removes it. -/
theorem half_vortex_curl_free_not_removable :
    (∀ x y : ℝ, (x, y) ≠ (0 : ℝ × ℝ) →
      deriv (fun t => halfX (x, t)) y = deriv (fun t => halfY (t, y)) x) ∧
    ¬ ∃ U, Removes halfX halfY U := by
  have e : ∀ u D : ℝ, u / (2 * D) = 1 / 2 * u / D := by intro u D; ring
  have hX : halfX = vortexX (1 / 2) := by
    funext p
    rw [halfX, vortexX, e, mul_neg]
  have hY : halfY = vortexY (1 / 2) := by
    funext p
    rw [halfY, vortexY, e]
  rw [hX, hY]
  refine ⟨fun x y h => ?_, ?_⟩
  · exact (curl_free _ x y h).1.deriv.trans (curl_free _ x y h).2.deriv.symm
  · rintro ⟨U, hU⟩
    -- one half is not an integer
    obtain ⟨n, hn⟩ := integer_of_removes hU
    have h2 : 2 * (n : ℝ) = 1 := by linarith
    have h3 : 2 * n = 1 := by exact_mod_cast h2
    omega

end

end HalfVortexCoupling
```

```lean
#print axioms HalfVortexCoupling.half_vortex_curl_free_not_removable
-- 'HalfVortexCoupling.half_vortex_curl_free_not_removable' depends on axioms: [propext, Classical.choice, Quot.sound]
```

`radius_pos` keeps the denominators nonzero, and `curl_free` carries out the quotient rule, showing that the cross derivatives really exist. In `circle_transport`, `hchain` is the chain rule, `solve` uses $UU^T=1$ to isolate the derivatives, and `linear_combination` with `hcs` applies $\sin^2t+\cos^2t=1$. In `integer_of_removes`, `k1` and `k2` show that the two rotated combinations have zero derivative, `e1` and `e2` compare them after a full turn, and `hn` supplies the unit length of the first row. The last theorem identifies the explicit formulas with $\kappa=\tfrac12$, and `omega` rejects $2n=1$ for an integer $n$.

In this two-state, two-coordinate model, zero curl on the grid therefore does not guarantee a single-valued $U$; integrating the coupling around the intersection reveals the obstruction. That your computed couplings have this exact form is an assumption: in a real molecule, an energy gap that opens at different rates in different directions, other electronic states and higher-order terms change them. A double-valued $U$ is still possible, and its sign change can cancel that of the adiabatic states, leaving single-valued diabatic states.

The same argument, here without a formal proof, handles any continuous $a,b$ on the punctured plane: if a single-valued $U$ removes them, $\oint(a\,dx+b\,dy)$ around every closed C1 loop avoiding the origin is an integer multiple of $2\pi$. The accumulated integral takes the place of $\kappa t$.
